# Convergence of a one-variable Jacobi amplitude iteration near an attracting fixed point

For real K ≥ 0 and D > 0, the theorem `tendsto_of_close` concerns the map g(t) = (K t² − K)/(2D), called `jacobi`, whose fixed points p are the real solutions of K p² − 2D p − K = 0. It states that the iterates gⁿ(t) converge to a given fixed point p whenever K|t − p| < 2D(1 − |g′(p)|), a condition that forces |g′(p)| < 1. The docstring calls t a doubles amplitude, but the statement involves only real numbers, with no Hamiltonian or state vector. The attempt uses the exact error recursion `error_step` to prove the geometric bound |gⁿ(t) − p| ≤ qⁿ|t − p|, where q = |g′(p)| + c|t − p| < 1 and 2Dc = K. It then tries to squeeze the distance to p between 0 and this bound with `squeeze_zero`.

This version doesn't compile in Lean 4 with Mathlib:

```lean
import Mathlib

open Matrix Filter Topology

namespace TwoLevelJacobi

noncomputable section

/-- Jacobi update of the doubles amplitude, `g(t) = (K t² - K) / (2 D)`. -/
def jacobi (K D t : ℝ) : ℝ := (K * t ^ 2 - K) / (2 * D)

/-- The update is differentiable, with slope obeying `D g'(t) = K t`. -/
theorem slope_jacobi (K D t : ℝ) (hD : D ≠ 0) :
    DifferentiableAt ℝ (jacobi K D) t ∧ D * deriv (jacobi K D) t = K * t := by
  have h : HasDerivAt (jacobi K D) (K * t / D) t := by
    refine HasDerivAt.congr_deriv (f := jacobi K D)
      ((((hasDerivAt_pow 2 t).const_mul K).sub_const K).div_const (2 * D)) ?_
    ring1
  refine ⟨h.differentiableAt, ?_⟩
  rw [h.deriv]
  field_simp

/-- Exact error recursion at a fixed point `p`:
`2 D (g(t) - p) = (2 D g'(p) + K (t - p)) (t - p)`. -/
theorem error_step (K D p t : ℝ) (hD : D ≠ 0) (hp : jacobi K D p = p) :
    2 * D * (jacobi K D t - p)
      = (2 * D * deriv (jacobi K D) p + K * (t - p)) * (t - p) := by
  have h1 : ∀ x, 2 * D * jacobi K D x = K * x ^ 2 - K := fun x => by
    unfold jacobi; field_simp
  have h2 := h1 p
  rw [hp] at h2
  linear_combination h1 t - h2 - 2 * (t - p) * (slope_jacobi K D p hD).2

/-- Iterates started at `t` with `K |t - p| < 2 D (1 - |g'(p)|)` converge to the fixed
point `p`. -/
theorem tendsto_of_close (K D p t : ℝ) (hK : 0 ≤ K) (hD : 0 < D) (hp : jacobi K D p = p)
    (ht : K * |t - p| < 2 * D * (1 - |deriv (jacobi K D) p|)) :
    Tendsto (fun n => (jacobi K D)^[n] t) atTop (𝓝 p) := by
  obtain ⟨c, hc0, hc⟩ : ∃ c, 0 ≤ c ∧ 2 * D * c = K :=
    ⟨K / (2 * D), by positivity, by field_simp⟩
  have step : ∀ x, jacobi K D x - p = (deriv (jacobi K D) p + c * (x - p)) * (x - p) := by
    intro x
    apply mul_left_cancel₀ (mul_ne_zero two_ne_zero hD.ne')
    rw [error_step K D p x hD.ne' hp]
    linear_combination -(x - p) ^ 2 * hc
  generalize deriv (jacobi K D) p = d at *
  have q0 : 0 ≤ |d| + c * |t - p| := by positivity
  have q1 : |d| + c * |t - p| < 1 := by
    by_contra h
    have hce : 2 * D * c * |t - p| = K * |t - p| := by rw [hc]
    nlinarith [mul_le_mul_of_nonneg_left (not_lt.mp h) hD.le]
  -- geometric decay of the error
  have bound : ∀ n, |(jacobi K D)^[n] t - p| ≤ (|d| + c * |t - p|) ^ n * |t - p| := by
    intro n
    induction n with
    | zero => simp
    | succ n ih =>
      have hx := ih.trans (mul_le_of_le_one_left (abs_nonneg _) (pow_le_one₀ q0 q1.le))
      have hf : |d + c * ((jacobi K D)^[n] t - p)| ≤ |d| + c * |t - p| := by
        refine (abs_add_le _ _).trans ?_
        rw [abs_mul, abs_of_nonneg hc0]
        linarith [mul_le_mul_of_nonneg_left hx hc0]
      rw [Function.iterate_succ_apply', step, abs_mul, pow_succ', mul_assoc]
      exact mul_le_mul hf ih (abs_nonneg _) q0
  rw [tendsto_iff_dist_tendsto_zero]
  refine squeeze_zero (fun _ => dist_nonneg) (fun n => by rw [Real.dist_eq]; exact bound n) ?_
  simpa using (tendsto_pow_atTop_nhds_zero_of_lt_one q0 q1).mul_const |t - p|

end

end TwoLevelJacobi
```

The compiler's answer:

```
Main.lean:66:77: error: No goals to be solved
Main.lean:67:2: error: Type mismatch: After simplification, term
  Tendsto.mul_const |t - p| (tendsto_pow_atTop_nhds_zero_of_lt_one q0 q1)
 has type
  Tendsto (fun x => (|d| + c * |t - p|) ^ x * |t - p|) atTop (𝓝 0)
but is expected to have type
  Tendsto (fun n => |(jacobi K D)^[n] t - p|) atTop (𝓝 0)
```

Fix (accepted with no message):

```diff
@@ -64,5 +64,6 @@
       exact mul_le_mul hf ih (abs_nonneg _) q0
   rw [tendsto_iff_dist_tendsto_zero]
-  refine squeeze_zero (fun _ => dist_nonneg) (fun n => by rw [Real.dist_eq]; exact bound n) ?_
+  refine squeeze_zero (g := fun n => (|d| + c * |t - p|) ^ n * |t - p|)
+    (fun _ => dist_nonneg) (fun n => (Real.dist_eq _ _).trans_le (bound n)) ?_
   simpa using (tendsto_pow_atTop_nhds_zero_of_lt_one q0 q1).mul_const |t - p|
 
```

Cause. `squeeze_zero` needs a majorant `g`, which the attempt leaves to be inferred, so inside the `by` block the right-hand side of the inequality is still an unknown `?g n`. After rewriting with `Real.dist_eq`, `rw` tries `rfl`, which closes `|(jacobi K D)^[n] t - p| ≤ ?g n` by reflexivity and takes the error itself as majorant. Nothing is left for `exact bound n`; this is the first message, "No goals to be solved".

The second message follows from that choice. The remaining goal asks that `|(jacobi K D)^[n] t - p|` tend to 0, while the last line proves this for `(|d| + c * |t - p|) ^ x * |t - p|`.

The diff makes two changes. The argument `(g := ...)` fixes the majorant as the geometric sequence, so the last goal matches the `simpa` term. The tactic block becomes the term `(Real.dist_eq _ _).trans_le (bound n)`, which chains the equation for the distance with `bound n` and involves no `rw`, hence no automatic `rfl`. The messages do not show whether either change alone would suffice.
